# From εu + v with orthonormal eigenvectors u and v, power iteration passes the midpoint energy only after log(1/ε)/log(l₁/l₂) steps

## A settled energy at the wrong eigenvalue

Let \(u\) and \(v\) be orthonormal eigenvectors of a real matrix \(A\), with eigenvalues \(l_1>l_2>0\). Power iteration multiplies a vector by \(A\) again and again, and I call the Rayleigh quotient \(x\cdot Ax/x\cdot x\) the energy of \(x\). The state I want is \(u\), the one with the larger eigenvalue.

I tried \(A=\mathrm{diag}(2,1)\) with the start \((10^{-3},1)\). The first step changed the energy by only \(3\times10^{-6}\), so my stopping test, a change below \(10^{-5}\), declared convergence at an energy of about 1. The right answer is 2. If the method does converge to \(l_1\), how can the energy stand almost still at \(l_2\), and how many steps must I wait before it moves?

## The population ratio sets the waiting time

Write the start as \(x_0=\varepsilon u+v\) with \(\varepsilon>0\), and let \(x_k=A^kx_0\), with energy \(E_k\). The vector is not normalised: the overlap of the normalised start with \(u\) is \(\varepsilon/\sqrt{1+\varepsilon^2}\), which is close to \(\varepsilon\) when \(\varepsilon\) is small.

The energy stands still because \(v\) is itself an eigenvector, and a vector close to \(v\) has an energy close to \(l_2\). The component along \(u\) grows at every step relative to the one along \(v\), but the energy shows this only once the two are comparable. It exceeds the midpoint \((l_1+l_2)/2\) exactly when

\[
k>\frac{\log(1/\varepsilon)}{\log(l_1/l_2)} .
\]

### From amplitudes to a step count

Each application of \(A\) multiplies the \(u\) component by \(l_1\) and the \(v\) component by \(l_2\), so

\[
x_k=\varepsilon l_1^k\,u+l_2^k\,v .
\]

Orthonormality removes the cross terms from both parts of the energy:

\[
E_k=\frac{l_1\,\varepsilon^2l_1^{2k}+l_2\,l_2^{2k}}{\varepsilon^2l_1^{2k}+l_2^{2k}} .
\]

Divide numerator and denominator by \(l_2^{2k}\), and let \(w_k=\bigl(\varepsilon(l_1/l_2)^k\bigr)^2\) be the ratio of the population of \(u\) to that of \(v\). Then

\[
E_k=\frac{l_1w_k+l_2}{1+w_k}=l_2+(l_1-l_2)\frac{w_k}{1+w_k}.
\]

Now take any fraction \(\theta\) of the gap, with \(0<\theta<1\). The energy exceeds \(l_2+\theta(l_1-l_2)\) exactly when \(w_k/(1+w_k)>\theta\). Multiplying out gives \(w_k(1-\theta)>\theta\), that is, \(w_k>\theta/(1-\theta)\). Since \(\log w_k=2\bigl(\log\varepsilon+k\log(l_1/l_2)\bigr)\) and \(\log(l_1/l_2)>0\), this is the same as

\[
k>\frac{\log(1/\varepsilon)+\tfrac12\log\frac{\theta}{1-\theta}}{\log(l_1/l_2)} .
\]

At \(\theta=1/2\) the second logarithm vanishes and the midpoint rule remains. The thresholds for \(\theta=0.1\) and \(\theta=0.9\) lie \(\log 9/\log(l_1/l_2)\) steps apart, whatever \(\varepsilon\) is. A smaller \(\varepsilon\) therefore delays the rise without making it slower.

For your stopping test, note that \(0\le E_j-l_2\le(l_1-l_2)w_j\) for every \(j\), and that \(w_k\le w_{k+1}\). Both \(E_k\) and \(E_{k+1}\) thus lie between \(l_2\) and \(l_2+(l_1-l_2)w_{k+1}\), which gives

\[
|E_{k+1}-E_k|\le(l_1-l_2)\,w_{k+1}.
\]

While \(w_{k+1}\) is tiny, so is the change, although the energy is wrong by nearly the whole gap. Convergence is not in danger: \(l_1-E_k=(l_1-l_2)/(1+w_k)\), and this tends to zero because \(w_k\) grows without bound.

### Your run with eigenvalues 2 and 1

Here \(w_k=(10^{-3}\cdot2^k)^2\), and the threshold is \(\log1000/\log2\approx9.97\), so the first energy above 1.5 comes at \(k=10\).

| \(k\) | \(w_k\) | \(E_k\) |
|---|---|---|
| 0 | 0.000001 | 1.000001 |
| 1 | 0.000004 | 1.000004 |
| 9 | 0.262 | 1.208 |
| 10 | 1.049 | 1.512 |

The bound on the first change is \(w_1=4\times10^{-6}\), already below your tolerance of \(10^{-5}\).

### Equal amplitudes, and no overlap at all

At \(\varepsilon=1\) the threshold is zero. The start sits exactly at the midpoint, and the energy exceeds it from \(k=1\) on. For \(\varepsilon>1\) the threshold is negative, and the energy is above the midpoint from the start. As \(\varepsilon\to0\) the waiting time grows without limit, though only logarithmically. At \(\varepsilon=0\) the iterate stays along \(v\) for ever in exact arithmetic, so convergence to \(l_1\) needs \(\varepsilon\ne0\); a negative sign can be absorbed into \(u\).

### What the Lean theorems say

In the code below, `l1`, `l2` and `eps` stand for \(l_1\), \(l_2\) and \(\varepsilon\). The matrix `A` is real and has a finite index type `n`, so the dimension is finite but otherwise free. `A *ᵥ x` is the matrix acting on a vector, and `⬝ᵥ` is the real dot product.

- `rayleigh` is the energy. It is the expectation value of `A`, and the wanted value is the larger one. To seek the ground state of a Hamiltonian \(H\), one may take \(A=c-H\) with the constant \(c\) above both energies involved; the lower energy of \(H\) then belongs to \(l_1\).
- `powerIterate` is repeated multiplication without normalisation. A program that normalises at each step produces nonzero multiples of the same vectors, and `rayleigh_smul` says that such a factor leaves the energy unchanged.
- `TwoLevel A l1 l2 u v` collects the assumptions on the eigenvectors: two eigenvalue equations, two norms and one orthogonality relation. `A` need not be symmetric, and nothing is assumed about its other eigenvalues.
- `population` is \(w_k\). It is a ratio of two populations, not the fraction of the state that lies in \(u\).

`midpoint_iff` states the midpoint rule for every natural number `k`, under `0 < l2`, `l2 < l1` and `0 < eps`. `climb_iff` is the version for a general fraction `θ`, and `midpoint_iff_diagonal` is the case of your run, \(\mathrm{diag}(l_1,l_2)\) started from \((\varepsilon,1)\). That is also the smallest possible size, since two orthonormal vectors need two dimensions. `energy_change_le` bounds the change in one step, and `energy_tendsto` gives the limit \(l_1\).

One difference from a real calculation is the start vector, which there usually has components along many eigenvectors and not just two. For a trial state made of exactly two eigenstates, the result shows how a ground-state projection in electronic structure can look converged at an excited energy.

```lean
import Mathlib

open Matrix Filter

namespace PowerIterationPlateau

noncomputable section

variable {n : Type*} [Fintype n]

/-- The Rayleigh quotient (energy) of a nonzero real vector `x` for the matrix `A`. -/
def rayleigh (A : Matrix n n ℝ) (x : n → ℝ) : ℝ := (x ⬝ᵥ A *ᵥ x) / (x ⬝ᵥ x)

/-- Power iteration: each step multiplies the current vector by `A`. -/
def powerIterate (A : Matrix n n ℝ) (x : n → ℝ) : ℕ → n → ℝ
  | 0 => x
  | k + 1 => A *ᵥ powerIterate A x k

/-- The vectors `u` and `v` are orthonormal eigenvectors of `A` with eigenvalues
`l1` and `l2`. -/
structure TwoLevel (A : Matrix n n ℝ) (l1 l2 : ℝ) (u v : n → ℝ) : Prop where
  eig_u : A *ᵥ u = l1 • u
  eig_v : A *ᵥ v = l2 • v
  norm_u : u ⬝ᵥ u = 1
  norm_v : v ⬝ᵥ v = 1
  orth : u ⬝ᵥ v = 0

/-- The ratio of the populations of the two eigenvectors after `k` steps, for initial
amplitudes `eps` and `1` and for `l2 ≠ 0`. -/
def population (eps l1 l2 : ℝ) (k : ℕ) : ℝ := (eps * (l1 / l2) ^ k) ^ 2

/-- Rescaling a vector by a nonzero factor leaves its Rayleigh quotient unchanged. -/
theorem rayleigh_smul (A : Matrix n n ℝ) (x : n → ℝ) {c : ℝ} (hc : c ≠ 0) :
    rayleigh A (c • x) = rayleigh A x := by
  unfold rayleigh
  simp only [Matrix.mulVec_smul, smul_dotProduct, dotProduct_smul, smul_eq_mul]
  rw [mul_div_mul_left _ _ hc, mul_div_mul_left _ _ hc]

variable {A : Matrix n n ℝ} {l1 l2 eps : ℝ} {u v : n → ℝ}

/-- Started from `eps • u + v`, with `u` and `v` orthonormal eigenvectors, each amplitude
is multiplied by its own eigenvalue at every step. -/
theorem powerIterate_eq (h : TwoLevel A l1 l2 u v) (eps : ℝ) (k : ℕ) :
    powerIterate A (eps • u + v) k = (eps * l1 ^ k) • u + (l2 ^ k) • v := by
  induction k with
  | zero => simp [powerIterate]
  | succ k ih =>
    rw [powerIterate, ih, Matrix.mulVec_add, Matrix.mulVec_smul, Matrix.mulVec_smul,
      h.eig_u, h.eig_v]
    module

/-- Started from `eps • u + v`, with `u` and `v` orthonormal eigenvectors and `l2 > 0`, the energy
after `k` steps is `l2` plus the gap `l1 - l2` times the fraction `w / (1 + w)`, where `w` is the
population ratio. -/
theorem energy_eq (h : TwoLevel A l1 l2 u v) (h2 : 0 < l2) (eps : ℝ) (k : ℕ) :
    rayleigh A (powerIterate A (eps • u + v) k) =
      l2 + (l1 - l2) * (population eps l1 l2 k / (1 + population eps l1 l2 k)) := by
  have vu : v ⬝ᵥ u = 0 := by rw [dotProduct_comm]; exact h.orth
  -- orthonormality removes the cross terms
  have mix : ∀ a b : ℝ, rayleigh A (a • u + b • v) =
      (l1 * a ^ 2 + l2 * b ^ 2) / (a ^ 2 + b ^ 2) := by
    intro a b
    unfold rayleigh
    rw [Matrix.mulVec_add, Matrix.mulVec_smul, Matrix.mulVec_smul, h.eig_u, h.eig_v]
    simp only [add_dotProduct, dotProduct_add, smul_dotProduct, dotProduct_smul,
      smul_eq_mul, h.norm_u, h.norm_v, h.orth, vu]
    congr 1 <;> ring
  have hw : population eps l1 l2 k = (eps * l1 ^ k) ^ 2 / (l2 ^ k) ^ 2 := by
    unfold population
    rw [div_pow, ← mul_div_assoc, div_pow]
  rw [powerIterate_eq h, mix, hw]
  have hs : 0 ≤ (eps * l1 ^ k) ^ 2 := sq_nonneg _
  have ht : 0 < (l2 ^ k) ^ 2 := by positivity
  generalize (eps * l1 ^ k) ^ 2 = s at hs ⊢
  generalize (l2 ^ k) ^ 2 = t at ht ⊢
  have hne : s + t ≠ 0 := by positivity
  have e : 1 + s / t = (s + t) / t := by
    rw [add_div, div_self ht.ne', add_comm]
  rw [e, div_div_div_cancel_right₀ ht.ne', div_eq_iff hne]
  have c : s / (s + t) * (s + t) = s := div_mul_cancel₀ _ hne
  linear_combination (-(l1 - l2)) * c

/-- Started from `eps • u + v`, with `u` and `v` orthonormal eigenvectors, `l1 > l2 > 0`, `eps > 0`
and `0 < θ < 1`, the energy after `k` steps exceeds `l2` by more than the fraction `θ` of the gap
exactly when `k` exceeds the stated ratio of logarithms. -/
theorem climb_iff (h : TwoLevel A l1 l2 u v) (h2 : 0 < l2) (h12 : l2 < l1)
    (heps : 0 < eps) {θ : ℝ} (h0 : 0 < θ) (h1 : θ < 1) (k : ℕ) :
    l2 + θ * (l1 - l2) < rayleigh A (powerIterate A (eps • u + v) k) ↔
      (Real.log (1 / eps) + Real.log (θ / (1 - θ)) / 2) / Real.log (l1 / l2) < k := by
  have hl1 : 0 < l1 := h2.trans h12
  have hr : 0 < Real.log (l1 / l2) := Real.log_pos ((one_lt_div h2).2 h12)
  have hd : 0 < l1 - l2 := sub_pos.2 h12
  have hθ : 0 < 1 - θ := sub_pos.2 h1
  have hw : 0 < population eps l1 l2 k := by unfold population; positivity
  have hlog : Real.log (population eps l1 l2 k) =
      2 * (Real.log eps + k * Real.log (l1 / l2)) := by
    have hp : (l1 / l2) ^ k ≠ 0 := by positivity
    unfold population
    rw [sq, Real.log_mul (mul_ne_zero heps.ne' hp) (mul_ne_zero heps.ne' hp),
      Real.log_mul heps.ne' hp, Real.log_pow]
    ring
  rw [energy_eq h h2]
  generalize population eps l1 l2 k = w at hw hlog ⊢
  -- the energy condition is a condition on the population ratio
  have a : l2 + θ * (l1 - l2) < l2 + (l1 - l2) * (w / (1 + w)) ↔ θ < w / (1 + w) := by
    constructor
    · intro g
      exact lt_of_mul_lt_mul_left (a := l1 - l2) (by linarith) hd.le
    · intro g
      have := mul_lt_mul_of_pos_left g hd
      linarith
  have b : θ < w / (1 + w) ↔ θ / (1 - θ) < w := by
    rw [lt_div_iff₀ (by positivity), div_lt_iff₀ hθ]
    constructor <;> intro g <;> linarith
  rw [a, b, ← Real.log_lt_log_iff (div_pos h0 hθ) hw, hlog, div_lt_iff₀ hr,
    one_div, Real.log_inv]
  constructor <;> intro g <;> linarith

/-- Started from `eps • u + v`, with `u` and `v` orthonormal eigenvectors, `l1 > l2 > 0` and
`eps > 0`, the energy of the `k`-th iterate exceeds the midpoint of the two eigenvalues exactly when
`k > log (1 / eps) / log (l1 / l2)`. -/
theorem midpoint_iff (h : TwoLevel A l1 l2 u v) (h2 : 0 < l2) (h12 : l2 < l1)
    (heps : 0 < eps) (k : ℕ) :
    (l1 + l2) / 2 < rayleigh A (powerIterate A (eps • u + v) k) ↔
      Real.log (1 / eps) / Real.log (l1 / l2) < k := by
  have key := climb_iff h h2 h12 heps (θ := 1 / 2) (by norm_num) (by norm_num) k
  have e : (1 / 2 : ℝ) / (1 - 1 / 2) = 1 := by norm_num
  rw [e, Real.log_one, zero_div, add_zero] at key
  rw [show (l1 + l2) / 2 = l2 + 1 / 2 * (l1 - l2) by ring]
  exact key

/-- The matrix `diag(l1, l2)` with the two coordinate vectors is a two-level system. -/
theorem twoLevel_witness (l1 l2 : ℝ) :
    TwoLevel (Matrix.diagonal ![l1, l2]) l1 l2 ![1, 0] ![0, 1] := by
  constructor
  · ext i; fin_cases i <;> simp [Matrix.mulVec_diagonal]
  · ext i; fin_cases i <;> simp [Matrix.mulVec_diagonal]
  all_goals simp [dotProduct, Fin.sum_univ_succ]

/-- For `diag(l1, l2)` with `l1 > l2 > 0` and start `(eps, 1)`, `eps > 0`, the energy exceeds
the midpoint exactly when `k > log (1 / eps) / log (l1 / l2)`. -/
theorem midpoint_iff_diagonal (h2 : 0 < l2) (h12 : l2 < l1) (heps : 0 < eps) (k : ℕ) :
    (l1 + l2) / 2 <
        rayleigh (Matrix.diagonal ![l1, l2])
          (powerIterate (Matrix.diagonal ![l1, l2]) ![eps, 1] k) ↔
      Real.log (1 / eps) / Real.log (l1 / l2) < k := by
  have e : (![eps, 1] : Fin 2 → ℝ) = eps • ![1, 0] + ![0, 1] := by
    ext i; fin_cases i <;> simp
  rw [e]
  exact midpoint_iff (twoLevel_witness l1 l2) h2 h12 heps k

/-- Started from `eps • u + v`, with `u` and `v` orthonormal eigenvectors, `l1 > l2 > 0` and
`eps > 0`, the energy change in one step is at most the gap times the population ratio after that
step. -/
theorem energy_change_le (h : TwoLevel A l1 l2 u v) (h2 : 0 < l2) (h12 : l2 < l1)
    (heps : 0 < eps) (k : ℕ) :
    |rayleigh A (powerIterate A (eps • u + v) (k + 1)) -
        rayleigh A (powerIterate A (eps • u + v) k)| ≤
      (l1 - l2) * population eps l1 l2 (k + 1) := by
  have hl1 : 0 < l1 := h2.trans h12
  have hd : 0 < l1 - l2 := sub_pos.2 h12
  -- the excess of each energy over `l2` is between 0 and the gap times the population ratio
  have bound : ∀ j, 0 ≤ (l1 - l2) * (population eps l1 l2 j / (1 + population eps l1 l2 j)) ∧
      (l1 - l2) * (population eps l1 l2 j / (1 + population eps l1 l2 j)) ≤
        (l1 - l2) * population eps l1 l2 j := by
    intro j
    have hw : 0 ≤ population eps l1 l2 j := sq_nonneg _
    exact ⟨by positivity,
      mul_le_mul_of_nonneg_left (div_le_self hw (by linarith)) hd.le⟩
  have mono : population eps l1 l2 k ≤ population eps l1 l2 (k + 1) := by
    have hp := pow_le_pow_right₀ ((one_lt_div h2).2 h12).le (Nat.le_succ k)
    exact pow_le_pow_left₀ (by positivity) (mul_le_mul_of_nonneg_left hp heps.le) 2
  have hm := mul_le_mul_of_nonneg_left mono hd.le
  obtain ⟨p1, p2⟩ := bound k
  obtain ⟨q1, q2⟩ := bound (k + 1)
  rw [energy_eq h h2, energy_eq h h2, abs_le]
  constructor <;> linarith

/-- Started from `eps • u + v`, with `u` and `v` orthonormal eigenvectors, `l1 > l2 > 0` and any
`eps > 0`, the energy converges to `l1`. -/
theorem energy_tendsto (h : TwoLevel A l1 l2 u v) (h2 : 0 < l2) (h12 : l2 < l1)
    (heps : 0 < eps) :
    Tendsto (fun k => rayleigh A (powerIterate A (eps • u + v) k)) atTop (nhds l1) := by
  -- the population ratio grows without bound
  have hw : Tendsto (fun k => population eps l1 l2 k) atTop atTop :=
    (tendsto_pow_atTop two_ne_zero).comp
      ((tendsto_pow_atTop_atTop_of_one_lt ((one_lt_div h2).2 h12)).const_mul_atTop heps)
  have hi : Tendsto (fun k => (1 + population eps l1 l2 k)⁻¹) atTop (nhds 0) :=
    tendsto_inv_atTop_zero.comp (tendsto_atTop_add_const_left _ 1 hw)
  have key := (hi.const_mul (l1 - l2)).const_sub l1
  rw [mul_zero, sub_zero] at key
  refine key.congr (fun k => ?_)
  have hp : 0 ≤ population eps l1 l2 k := sq_nonneg _
  have hne : 1 + population eps l1 l2 k ≠ 0 := by positivity
  have c := mul_inv_cancel₀ hne
  rw [energy_eq h h2, div_eq_mul_inv]
  linear_combination (-(l1 - l2)) * c

end

end PowerIterationPlateau
```

```lean
#print axioms PowerIterationPlateau.midpoint_iff
#print axioms PowerIterationPlateau.midpoint_iff_diagonal
#print axioms PowerIterationPlateau.energy_change_le
#print axioms PowerIterationPlateau.energy_tendsto
```

```
'PowerIterationPlateau.midpoint_iff' depends on axioms: [propext, Classical.choice, Quot.sound]
'PowerIterationPlateau.midpoint_iff_diagonal' depends on axioms: [propext, Classical.choice, Quot.sound]
'PowerIterationPlateau.energy_change_le' depends on axioms: [propext, Classical.choice, Quot.sound]
'PowerIterationPlateau.energy_tendsto' depends on axioms: [propext, Classical.choice, Quot.sound]
```

### How the code carries out the derivation

`powerIterate_eq` is the formula for \(x_k\), by induction on `k`. The induction step applies `A` to the sum, uses the two eigenvalue equations, and leaves `module` to collect the scalar factors.

`energy_eq` is the formula for \(E_k\). Its inner statement `mix` computes the energy of \(au+bv\) for any amplitudes, and this is where orthonormality enters. `hw` then writes \(w_k\) as a quotient of two squares. These squares are renamed `s` and `t`, with \(s\ge0\) and \(t>0\), and the rest is algebra with fractions.

`climb_iff` follows the chain of equivalences. Step `a` removes \(l_2\) and the positive gap, and step `b` turns \(\theta<w/(1+w)\) into \(\theta/(1-\theta)<w\). The logarithm preserves the order of positive numbers, and `hlog` expands \(\log w_k\). Division by \(\log(l_1/l_2)\) keeps the direction of the inequality because `hr` shows that this logarithm is positive. `midpoint_iff` sets \(\theta=1/2\) and uses \(\log1=0\).

`twoLevel_witness` checks component by component that the diagonal matrix and the coordinate vectors satisfy `TwoLevel`. `midpoint_iff_diagonal` then only has to write \((\varepsilon,1)\) as \(\varepsilon(1,0)+(0,1)\).

In `energy_change_le`, `bound` places each energy between \(l_2\) and \(l_2+(l_1-l_2)w_j\), and `mono` is \(w_k\le w_{k+1}\). The two sides of the absolute value then follow by linear arithmetic.

`energy_tendsto` first shows that \(w_k\to\infty\), hence \((1+w_k)^{-1}\to0\). It concludes that \(l_1-(l_1-l_2)(1+w_k)^{-1}\) tends to \(l_1\), and identifies this expression with \(E_k\) through `energy_eq`.
